# The least kinetic energy of a two-singlet ensemble on the Hubbard dimer at fixed density, for excited-state weight at most 1/2

Q: Take two electrons on two sites, with one electron per site on average. I put weight $1-w$ on the closed-shell state of an orbital $(a,b)$, $a^2+b^2=1$, and weight $w<1$ on the open-shell singlet. The left-site density is $n=2(1-w)a^2+w$, so $n=1$ forces $a^2=b^2=\tfrac12$. The kinetic energy $-4t(1-w)ab$ is then $\mp2t(1-w)$, and for hopping $t>0$ the minimum takes the bonding sign. Is there more to it at other densities?

A: Not for orbitals. Since $a^2+b^2=1$,
$$n-1=(1-w)(2a^2-1)=(1-w)(a^2-b^2).$$
Put $B=2(1-w)ab$. Then
$$B^2+(n-1)^2=(1-w)^2\left[4a^2b^2+(a^2-b^2)^2\right]=(1-w)^2(a^2+b^2)^2=(1-w)^2.$$
So $|n-1|\le 1-w$ and $B=\pm\sqrt{(1-w)^2-(n-1)^2}$. The kinetic energy is $-2tB$, which is least for the plus sign. Conversely, if $|n-1|\le1-w$, take
$$a^2=\frac{n-w}{2(1-w)},\qquad b^2=\frac{2-w-n}{2(1-w)}.$$
Both are nonnegative and they sum to 1.

Q: That is a problem about points on a circle. Where are the electrons in the formal version?

A: They enter through the state space. A `Singlet` has real amplitudes $L,R$ for the two doubly occupied sites and $C$ for the covalent singlet, in an orthonormal basis.

```lean
import Mathlib

namespace EnsembleDimer

noncomputable section

/-- A real two-electron singlet of the dimer: amplitudes of the two doubly occupied sites
and of the covalent singlet. -/
structure Singlet where
  ionL : ℝ
  ionR : ℝ
  cov : ℝ

/-- The inner product of two singlet states. -/
def overlap (Ψ Φ : Singlet) : ℝ :=
  Ψ.ionL * Φ.ionL + Ψ.ionR * Φ.ionR + Ψ.cov * Φ.cov
```

Q: And the kinetic energy is simply declared to be $-4t(1-w)ab$?

A: No. The hopping operator acts on the three amplitudes, with matrix element $-\sqrt2\,t$ between the covalent state and each ionic one. The kinetic energy is its expectation value, $-2\sqrt2\,t\,C(L+R)$. That is $-2t$ times the bond order $\sqrt2\,C(L+R)$. The density is the left-site occupation $2L^2+C^2$; the right site holds the rest of the two electrons.

```lean
/-- The hopping operator with amplitude `t`, acting on singlet states. -/
def hop (t : ℝ) (Ψ : Singlet) : Singlet :=
  ⟨-(√2 * t * Ψ.cov), -(√2 * t * Ψ.cov), -(√2 * t * (Ψ.ionL + Ψ.ionR))⟩

/-- The kinetic energy, the expectation value of the hopping operator. -/
def kinetic (t : ℝ) (Ψ : Singlet) : ℝ := overlap Ψ (hop t Ψ)

/-- The number of electrons on the left site. -/
def density (Ψ : Singlet) : ℝ := 2 * Ψ.ionL ^ 2 + Ψ.cov ^ 2

/-- The bond order between the two sites, summed over spin. -/
def bond (Ψ : Singlet) : ℝ := √2 * Ψ.cov * (Ψ.ionL + Ψ.ionR)
```

Q: How is the ensemble represented?

A: As a weighted average of expectation values over two states, the first with weight $1-w$. `OrthoPair` requires them to be normalised and orthogonal. The orbital states are specific singlets: both electrons in $(a,b)$, or one there and one in $(-b,a)$.

```lean
/-- The ensemble average of `f` with weight `1 - w` on `Ψ` and `w` on `Φ`. -/
def ensemble (w : ℝ) (f : Singlet → ℝ) (Ψ Φ : Singlet) : ℝ := (1 - w) * f Ψ + w * f Φ

/-- Two normalised and mutually orthogonal singlet states. -/
def OrthoPair (Ψ Φ : Singlet) : Prop :=
  overlap Ψ Ψ = 1 ∧ overlap Φ Φ = 1 ∧ overlap Ψ Φ = 0

/-- Both electrons in the orbital `(a, b)`. -/
def closedShell (a b : ℝ) : Singlet := ⟨a ^ 2, b ^ 2, √2 * a * b⟩

/-- The singlet with one electron in `(a, b)` and one in the orthogonal orbital `(-b, a)`. -/
def openShell (a b : ℝ) : Singlet := ⟨-(√2 * a * b), √2 * a * b, a ^ 2 - b ^ 2⟩
```

Q: Then your formulas for $n$ and the energy need proof.

A: They follow by substitution. The closed-shell state has density $2a^2(a^2+b^2)=2a^2$ and kinetic energy $-4tab$. The open-shell state has density $4a^2b^2+(a^2-b^2)^2=1$ and kinetic energy zero, because its ionic amplitudes cancel. Weighting these gives the expressions you started from. In Lean, `linear_combination` is given the multiples of $a^2+b^2=1$ and $(\sqrt2)^2=2$ for the identities that need them; the others close by `ring`.

```lean
/-- For a normalised orbital the closed-shell and open-shell singlets are orthonormal. -/
theorem orbital_orthoPair {a b : ℝ} (h : a ^ 2 + b ^ 2 = 1) :
    OrthoPair (closedShell a b) (openShell a b) := by
  have hs : √2 ^ 2 = (2 : ℝ) := Real.sq_sqrt (by norm_num)
  refine ⟨?_, ?_, ?_⟩ <;> simp only [overlap, closedShell, openShell]
  · linear_combination a ^ 2 * b ^ 2 * hs + (a ^ 2 + b ^ 2 + 1) * h
  · linear_combination 2 * a ^ 2 * b ^ 2 * hs + (a ^ 2 + b ^ 2 + 1) * h
  · ring

/-- Left-site densities and kinetic energies of the closed-shell and open-shell singlets. -/
theorem orbital_expectations (t : ℝ) {a b : ℝ} (h : a ^ 2 + b ^ 2 = 1) :
    density (closedShell a b) = 2 * a ^ 2 ∧ density (openShell a b) = 1 ∧
    kinetic t (closedShell a b) = -4 * t * a * b ∧ kinetic t (openShell a b) = 0 := by
  have hs : √2 ^ 2 = (2 : ℝ) := Real.sq_sqrt (by norm_num)
  refine ⟨?_, ?_, ?_, ?_⟩ <;>
    simp only [density, kinetic, hop, overlap, closedShell, openShell]
  · linear_combination a ^ 2 * b ^ 2 * hs + 2 * a ^ 2 * h
  · linear_combination 2 * a ^ 2 * b ^ 2 * hs + (a ^ 2 + b ^ 2 + 1) * h
  · linear_combination (-2 * t * a * b * (a ^ 2 + b ^ 2)) * hs - 4 * t * a * b * h
  · ring

/-- Density and kinetic energy of the ensemble built from one normalised orbital. -/
theorem orbital_ensemble (t w : ℝ) {a b : ℝ} (h : a ^ 2 + b ^ 2 = 1) :
    ensemble w density (closedShell a b) (openShell a b) = 2 * (1 - w) * a ^ 2 + w ∧
    ensemble w (kinetic t) (closedShell a b) (openShell a b) = -4 * t * (1 - w) * a * b := by
  obtain ⟨h1, h2, h3, h4⟩ := orbital_expectations t h
  simp only [ensemble, h1, h2, h3, h4]
  constructor <;> ring
```

Q: I still object. Why should the minimising pair come from one orbital? A correlated pair of singlets might have the same density and a lower kinetic energy.

A: For $0\le w\le\tfrac12$ it cannot. Let $\Psi,\Phi$ be any orthonormal pair. For real $x$, let $g$ be the normalised state with both electrons in the orbital proportional to $(x,1)$, and $h$ the one for $(1,-x)$. For a normalised singlet with bond order $\beta$ and density $d$, we have $d-1=L^2-R^2$. Factoring the difference of squared overlaps gives
$$\frac{2x\beta+(x^2-1)(d-1)}{x^2+1}=\langle g|\Psi\rangle^2-\langle h|\Psi\rangle^2\le\langle g|\Psi\rangle^2,$$
and likewise for $\Phi$. Bessel's inequality says $\langle g|\Psi\rangle^2+\langle g|\Phi\rangle^2\le1$. Hence
$$(1-w)\langle g|\Psi\rangle^2+w\langle g|\Phi\rangle^2=(1-2w)\langle g|\Psi\rangle^2+w\left(\langle g|\Psi\rangle^2+\langle g|\Phi\rangle^2\right)\le 1-w.$$
The condition $w\le\tfrac12$ is used here, to make $1-2w$ nonnegative.

Q: And the code follows that?

A: Yes, with unnormalised vectors: `closedShell x 1` has squared length $(x^2+1)^2$, so powers of $x^2+1$ appear as factors instead of denominators. `bessel` writes the squared length of the part of a vector outside the span of the pair as a sum of squares. `direction_bound` is the overlap identity with the $h$ term dropped.

```lean
/-- Bessel's inequality for an orthonormal pair of singlets. -/
theorem bessel (χ : Singlet) {Ψ Φ : Singlet} (h : OrthoPair Ψ Φ) :
    overlap χ Ψ ^ 2 + overlap χ Φ ^ 2 ≤ overlap χ χ := by
  obtain ⟨h1, h2, h3⟩ := h
  -- the squared length of the part of χ outside the span of the pair
  have key : (χ.ionL - overlap χ Ψ * Ψ.ionL - overlap χ Φ * Φ.ionL) ^ 2
      + (χ.ionR - overlap χ Ψ * Ψ.ionR - overlap χ Φ * Φ.ionR) ^ 2
      + (χ.cov - overlap χ Ψ * Ψ.cov - overlap χ Φ * Φ.cov) ^ 2
      = overlap χ χ - overlap χ Ψ ^ 2 - overlap χ Φ ^ 2 := by
    simp only [overlap] at h1 h2 h3 ⊢
    linear_combination
      (χ.ionL * Ψ.ionL + χ.ionR * Ψ.ionR + χ.cov * Ψ.cov) ^ 2 * h1
      + (χ.ionL * Φ.ionL + χ.ionR * Φ.ionR + χ.cov * Φ.cov) ^ 2 * h2
      + 2 * (χ.ionL * Ψ.ionL + χ.ionR * Ψ.ionR + χ.cov * Ψ.cov)
        * (χ.ionL * Φ.ionL + χ.ionR * Φ.ionR + χ.cov * Φ.cov) * h3
  have hpos := add_nonneg (add_nonneg
    (sq_nonneg (χ.ionL - overlap χ Ψ * Ψ.ionL - overlap χ Φ * Φ.ionL))
    (sq_nonneg (χ.ionR - overlap χ Ψ * Ψ.ionR - overlap χ Φ * Φ.ionR)))
    (sq_nonneg (χ.cov - overlap χ Ψ * Ψ.cov - overlap χ Φ * Φ.cov))
  linarith

/-- A combination of bond order and density of a normalised singlet is bounded by its squared
overlap with the vector `closedShell x 1`, which need not be normalised. -/
theorem direction_bound (x : ℝ) {Ψ : Singlet} (h : overlap Ψ Ψ = 1) :
    (x ^ 2 + 1) * (2 * x * bond Ψ + (x ^ 2 - 1) * (density Ψ - 1))
      ≤ overlap (closedShell x 1) Ψ ^ 2 := by
  have key : (x ^ 2 + 1) * (2 * x * bond Ψ + (x ^ 2 - 1) * (density Ψ - 1))
      = overlap (closedShell x 1) Ψ ^ 2 - overlap (closedShell 1 (-x)) Ψ ^ 2 := by
    simp only [overlap, bond, density, closedShell] at h ⊢
    linear_combination (x ^ 2 + 1) * (x ^ 2 - 1) * h
  linarith [sq_nonneg (overlap (closedShell 1 (-x)) Ψ)]
```

Q: You have one inequality for each $x$. How do they become a bound on the energy?

A: Let $B$ and $n$ now be the ensemble bond order and density of the pair. The inequalities combine to
$$\left[(1-w)-(n-1)\right]x^2-2Bx+\left[(1-w)+(n-1)\right]\ge0\quad\text{for every real }x.$$
A quadratic that is never negative has discriminant at most zero, so $4B^2-4\left[(1-w)^2-(n-1)^2\right]\le0$, that is,
$$B^2+(n-1)^2\le(1-w)^2.$$
Orbital ensembles lie on the boundary circle, and general pairs lie in the disc. In the proof, `hq` is the family of inequalities, obtained after cancelling the positive factor $x^2+1$, and `discrim_le_zero` gives the disc.

```lean
/-- For `0 ≤ w ≤ 1/2` the ensemble bond order and the density deviation from one lie in a
disc of radius `1 - w`. -/
theorem ensemble_disc {w : ℝ} (h0 : 0 ≤ w) (h1 : w ≤ 1 / 2) {Ψ Φ : Singlet}
    (h : OrthoPair Ψ Φ) :
    ensemble w bond Ψ Φ ^ 2 + (ensemble w density Ψ Φ - 1) ^ 2 ≤ (1 - w) ^ 2 := by
  have hq : ∀ x : ℝ, 0 ≤ ((1 - w) - (ensemble w density Ψ Φ - 1)) * (x * x)
      + (-2 * ensemble w bond Ψ Φ) * x + ((1 - w) + (ensemble w density Ψ Φ - 1)) := by
    intro x
    have hs : √2 ^ 2 = (2 : ℝ) := Real.sq_sqrt (by norm_num)
    have hn : overlap (closedShell x 1) (closedShell x 1) = (x ^ 2 + 1) ^ 2 := by
      simp only [overlap, closedShell]
      linear_combination x ^ 2 * hs
    have b := bessel (closedShell x 1) h
    rw [hn] at b
    have b' : overlap (closedShell x 1) Ψ ^ 2 ≤ (x ^ 2 + 1) ^ 2 := by
      linarith [sq_nonneg (overlap (closedShell x 1) Φ)]
    -- the larger weight sits on the first state: split it as (1 - 2w) + w
    have c1 := mul_le_mul_of_nonneg_left (direction_bound x h.1) (by linarith : 0 ≤ 1 - w)
    have c2 := mul_le_mul_of_nonneg_left (direction_bound x h.2.1) h0
    have c3 := mul_le_mul_of_nonneg_left b h0
    have c4 := mul_le_mul_of_nonneg_left b' (by linarith : 0 ≤ 1 - 2 * w)
    have hN : 0 < x ^ 2 + 1 := by positivity
    refine le_of_mul_le_mul_left ?_ hN
    simp only [ensemble]
    linarith
  have hd := discrim_le_zero hq
  unfold discrim at hd
  linarith
```

Q: So the remaining task is to show that the boundary is reached.

A: The explicit $a$ and $b$ above do that, both taken as nonnegative square roots. Then $2(1-w)ab$ is nonnegative and its square is $(1-w)^2-(n-1)^2$, so it equals the required root.

```lean
/-- Every density with `|n - 1| ≤ 1 - w` comes from a normalised orbital with the stated
product of amplitudes. -/
theorem optimal_orbital {w n : ℝ} (hw : w < 1) (hn : |n - 1| ≤ 1 - w) :
    ∃ a b : ℝ, a ^ 2 + b ^ 2 = 1 ∧ 2 * (1 - w) * a ^ 2 + w = n ∧
      2 * (1 - w) * a * b = √((1 - w) ^ 2 - (n - 1) ^ 2) := by
  obtain ⟨hl, hr⟩ := abs_le.mp hn
  have hD : 0 < 2 * (1 - w) := by linarith
  have ha : 2 * (1 - w) * √((n - w) / (2 * (1 - w))) ^ 2 = n - w := by
    rw [Real.sq_sqrt (div_nonneg (by linarith) hD.le), mul_div_cancel₀ _ hD.ne']
  have hb : 2 * (1 - w) * √((2 - w - n) / (2 * (1 - w))) ^ 2 = 2 - w - n := by
    rw [Real.sq_sqrt (div_nonneg (by linarith) hD.le), mul_div_cancel₀ _ hD.ne']
  have pa := Real.sqrt_nonneg ((n - w) / (2 * (1 - w)))
  have pb := Real.sqrt_nonneg ((2 - w - n) / (2 * (1 - w)))
  generalize √((n - w) / (2 * (1 - w))) = a at ha pa
  generalize √((2 - w - n) / (2 * (1 - w))) = b at hb pb
  refine ⟨a, b, mul_left_cancel₀ hD.ne' (by linarith), by linarith, ?_⟩
  have hsq : (1 - w) ^ 2 - (n - 1) ^ 2 = (2 * (1 - w) * a * b) ^ 2 := by
    linear_combination (-(2 * (1 - w) * b ^ 2)) * ha - (n - w) * hb
  rw [hsq, Real.sqrt_sq (mul_nonneg (mul_nonneg hD.le pa) pb)]
```

Q: Which densities are allowed, then?

A: For $0\le w\le\tfrac12$, exactly those with $|n-1|\le1-w$, whether you admit only orbital ensembles or all orthonormal pairs of real singlets. The disc gives necessity, and the explicit orbital gives sufficiency. At $w=0$ the range is $0\le n\le2$; at $w=\tfrac12$ it shrinks to $\tfrac12\le n\le\tfrac32$.

```lean
/-- For `0 ≤ w ≤ 1/2`, a density `n` is produced by some orbital ensemble, and equally by some
orthonormal pair of singlets, exactly when `|n - 1| ≤ 1 - w`. -/
theorem representable_iff {w : ℝ} (h0 : 0 ≤ w) (h1 : w ≤ 1 / 2) (n : ℝ) :
    ((∃ a b : ℝ, a ^ 2 + b ^ 2 = 1 ∧
        ensemble w density (closedShell a b) (openShell a b) = n) ↔ |n - 1| ≤ 1 - w) ∧
    ((∃ Ψ Φ, OrthoPair Ψ Φ ∧ ensemble w density Ψ Φ = n) ↔ |n - 1| ≤ 1 - w) := by
  have up : ∀ Ψ Φ, OrthoPair Ψ Φ → ensemble w density Ψ Φ = n → |n - 1| ≤ 1 - w := by
    intro Ψ Φ h hn
    have hd := ensemble_disc h0 h1 h
    rw [hn] at hd
    have hs : (n - 1) ^ 2 ≤ (1 - w) ^ 2 := by linarith [sq_nonneg (ensemble w bond Ψ Φ)]
    have := sq_le_sq.mp hs
    rwa [abs_of_nonneg (by linarith : 0 ≤ 1 - w)] at this
  have down : |n - 1| ≤ 1 - w → ∃ a b : ℝ, a ^ 2 + b ^ 2 = 1 ∧
      ensemble w density (closedShell a b) (openShell a b) = n := by
    intro hn
    obtain ⟨a, b, h, hd, _⟩ := optimal_orbital (by linarith) hn
    exact ⟨a, b, h, (orbital_ensemble 0 w h).1.trans hd⟩
  refine ⟨⟨fun ⟨a, b, h, hn⟩ => up _ _ (orbital_orthoPair h) hn, down⟩,
    ⟨fun ⟨Ψ, Φ, h, hn⟩ => up Ψ Φ h hn, fun hn => ?_⟩⟩
  obtain ⟨a, b, h, hd⟩ := down hn
  exact ⟨_, _, orbital_orthoPair h, hd⟩
```

Q: Read me the energy theorem in words.

A: Let $t\ge0$, $0\le w\le\tfrac12$ and $|n-1|\le1-w$. Among orbital ensembles of density $n$, the least kinetic energy is $-2t\sqrt{(1-w)^2-(n-1)^2}$. Among all orthonormal pairs of real singlets with ensemble density $n$, it is the same number. `IsLeast` means that the value is attained and that nothing in the set lies below it. In the proof, `low` turns the disc into $B\le\sqrt{(1-w)^2-(n-1)^2}$ and multiplies by $-2t$; the orbital from `optimal_orbital` attains the bound in both sets.

```lean
/-- For `t ≥ 0`, `0 ≤ w ≤ 1/2` and `|n - 1| ≤ 1 - w`, the minimum ensemble kinetic energy at density
`n` is `-2t √((1-w)² - (n-1)²)`, both over orbital ensembles and over all orthonormal pairs of real
singlets. -/
theorem ensemble_kinetic_functional {t w n : ℝ} (ht : 0 ≤ t) (h0 : 0 ≤ w) (h1 : w ≤ 1 / 2)
    (hn : |n - 1| ≤ 1 - w) :
    IsLeast {E | ∃ a b : ℝ, a ^ 2 + b ^ 2 = 1 ∧
        ensemble w density (closedShell a b) (openShell a b) = n ∧
        ensemble w (kinetic t) (closedShell a b) (openShell a b) = E}
      (-2 * t * √((1 - w) ^ 2 - (n - 1) ^ 2)) ∧
    IsLeast {E | ∃ Ψ Φ, OrthoPair Ψ Φ ∧ ensemble w density Ψ Φ = n ∧
        ensemble w (kinetic t) Ψ Φ = E}
      (-2 * t * √((1 - w) ^ 2 - (n - 1) ^ 2)) := by
  -- lower bound for every orthonormal pair, from the disc
  have low : ∀ Ψ Φ, OrthoPair Ψ Φ → ensemble w density Ψ Φ = n →
      -2 * t * √((1 - w) ^ 2 - (n - 1) ^ 2) ≤ ensemble w (kinetic t) Ψ Φ := by
    intro Ψ Φ h hd
    have hdisc := ensemble_disc h0 h1 h
    rw [hd] at hdisc
    have hA : ensemble w bond Ψ Φ ≤ √((1 - w) ^ 2 - (n - 1) ^ 2) :=
      (le_abs_self _).trans (Real.abs_le_sqrt (by linarith))
    have hk : ensemble w (kinetic t) Ψ Φ = -2 * (t * ensemble w bond Ψ Φ) := by
      simp only [ensemble, kinetic, overlap, hop, bond]
      ring
    rw [hk]
    linarith [mul_le_mul_of_nonneg_left hA ht]
  -- the optimal orbital attains it
  obtain ⟨a, b, h, hd, hab⟩ := optimal_orbital (by linarith) hn
  obtain ⟨e1, e2⟩ := orbital_ensemble t w h
  have hE : ensemble w (kinetic t) (closedShell a b) (openShell a b)
      = -2 * t * √((1 - w) ^ 2 - (n - 1) ^ 2) := by
    rw [e2, ← hab]
    ring
  refine ⟨⟨⟨a, b, h, e1.trans hd, hE⟩, ?_⟩,
    ⟨⟨_, _, orbital_orthoPair h, e1.trans hd, hE⟩, ?_⟩⟩
  · rintro E ⟨a', b', h', hd', rfl⟩
    exact low _ _ (orbital_orthoPair h') hd'
  · rintro E ⟨Ψ, Φ, h', hd', rfl⟩
    exact low Ψ Φ h' hd'
```

Q: Is $w\le\tfrac12$ physics or convenience?

A: It is the Gross-Oliveira-Kohn ordering: the lower state never carries the smaller weight. Above $\tfrac12$ the formula fails for general pairs. At $n=1$, put the larger weight $w$ on the closed-shell bonding state by swapping the two states. The energy is then $-2tw$, which is below $-2t(1-w)$ for $t>0$.

```lean
/-- For `t > 0` and `w > 1/2` some orthonormal pair of density one has ensemble kinetic energy below
`-2t(1-w)`. -/
theorem weight_restriction_sharp {t w : ℝ} (ht : 0 < t) (hw : 1 / 2 < w) :
    ∃ Ψ Φ, OrthoPair Ψ Φ ∧ ensemble w density Ψ Φ = 1 ∧
      ensemble w (kinetic t) Ψ Φ < -2 * t * (1 - w) := by
  have ha : √(1 / 2) ^ 2 = (1 / 2 : ℝ) := Real.sq_sqrt (by norm_num)
  generalize √(1 / 2 : ℝ) = a at ha
  have h : a ^ 2 + a ^ 2 = 1 := by linarith
  obtain ⟨o1, o2, o3⟩ := orbital_orthoPair h
  obtain ⟨d1, d2, k1, k2⟩ := orbital_expectations t h
  -- the larger weight now sits on the closed-shell state
  refine ⟨openShell a a, closedShell a a, ⟨o2, o1, ?_⟩, ?_, ?_⟩
  · rw [← o3]
    simp only [overlap]
    ring
  · simp only [ensemble, d1, d2, ha]
    ring
  · have hk : ensemble w (kinetic t) (openShell a a) (closedShell a a) = -2 * t * w := by
      simp only [ensemble, k1, k2]
      linear_combination (-4 * t * w) * ha
    rw [hk]
    nlinarith [mul_pos ht (by linarith : 0 < 2 * w - 1)]

end

end EnsembleDimer
```

Q: So have you proved the Gross-Oliveira-Kohn theorem for the dimer?

A: No. That theorem concerns weighted energies of a general Hamiltonian and the density functional built on them. What is proved here is the constrained minimum of the kinetic energy alone, with the on-site repulsion and the site potential absent. In ensemble density functional theory this minimum plays the part of the non-interacting kinetic energy functional, here for two sites, two electrons and two real singlets. Triplets, complex amplitudes and ensembles of more than two states are not treated.

```lean
#print axioms EnsembleDimer.representable_iff
-- 'EnsembleDimer.representable_iff' depends on axioms: [propext, Classical.choice, Quot.sound]
#print axioms EnsembleDimer.ensemble_kinetic_functional
-- 'EnsembleDimer.ensemble_kinetic_functional' depends on axioms: [propext, Classical.choice, Quot.sound]
#print axioms EnsembleDimer.weight_restriction_sharp
-- 'EnsembleDimer.weight_restriction_sharp' depends on axioms: [propext, Classical.choice, Quot.sound]
```
